# With a fixed excitation cutoff, the log-norm per unit of N independent units tends to zero as N grows

For $N$ independent units, each with weight 1 in its reference state and weight $x>0$ when excited, the full norm (here always the squared norm of the state, the sum of the weights) is $(1+x)^N$, so its logarithm per unit is $\log(1+x)$. If I keep only configurations with at most $m$ excited units, at fixed $m$, the logarithm per unit goes to zero as $N$ grows. I expected to keep at least some fixed part of it, since every unit can still be excited. Where does it go, and would it help to let the cutoff grow slowly, say like $\sqrt N$?

## The allowed excited fraction decides

A cutoff growing like $\sqrt N$ does not help. For $x>0$ and cutoffs $m(N)\le N$, the logarithm of the truncated norm per unit tends to zero if and only if $m(N)/N\to0$. At fixed $m$ the truncated norm is a polynomial in $N$, so its logarithm grows at most like $\log N$, whereas an extensive logarithm needs a norm that grows exponentially.

So in this non-interacting model, cutting the product state at a fixed excitation level destroys the extensivity of the logarithm of its norm. The lack of size-extensivity of truncated configuration-interaction energies is a related but separate statement, which is not proved here.

### Two bounds on the truncated norm

Let $S$ be the set of excited units. Its weight is $\prod_{i\in S}x=x^{|S|}$, and there are $\binom Nk$ sets with $k$ elements, so the truncated norm is

$$Z_{m,N}(x)=\sum_{k=0}^{m}\binom Nk x^k .$$

If $m\ge N$, the terms with $k>N$ vanish and the binomial theorem gives $(1+x)^N$.

**From below.** For $m\le N$ we have $\binom mk\le\binom Nk$, hence
$$(1+x)^m=\sum_{k=0}^m\binom mk x^k\le Z_{m,N}(x).$$

**From above.** Damp each excitation by a factor $t$ with $0<t\le1$. Since $t^m\le t^k$ for $k\le m$,
$$t^m Z_{m,N}(x)\le\sum_{k=0}^m\binom Nk (tx)^k\le(1+tx)^N .$$

Take logarithms, use $\log(1+tx)\le tx$, and divide by $N>0$:
$$\frac{\log Z_{m,N}(x)}N\le\frac mN(-\log t)+tx .$$

### From the bounds to the limits

Suppose $m(N)/N\to0$. Given $\varepsilon>0$, choose $t=\varepsilon/(\varepsilon+x)$, so that $tx<\varepsilon$. The right-hand side tends to $tx$, so the logarithm per unit is eventually below $\varepsilon$. It is never negative, because the reference configuration alone gives $Z_{m,N}(x)\ge1$. Hence it tends to zero. A fixed $m$ is the special case $m/N\to0$.

Conversely, the lower bound gives
$$0\le\frac{m(N)}N\le\frac1{\log(1+x)}\,\frac{\log Z_{m(N),N}(x)}N ,$$
so if the logarithm per unit vanishes in the limit, the allowed excited fraction does too.

The norm itself fares no better at fixed $m$. With $t=1/2$,
$$\frac{Z_{m,N}(x)}{(1+x)^N}\le2^m\left(\frac{1+x/2}{1+x}\right)^N\to0 ,$$
so the retained configurations carry a vanishing share of the full norm.

### The same argument in Lean

```lean
import Mathlib

open Filter Topology Finset

namespace TruncatedExcitationNorm

/-- Sum of the weights of all configurations `S` (sets of excited units) of `N` independent units
with at most `m` excited units, where each excited unit contributes a factor `x`. For `0 ≤ x` this
is the squared norm of the truncated product state, called the norm below. -/
def truncNorm (x : ℝ) (m N : ℕ) : ℝ :=
  ∑ k ∈ range (m + 1), ∑ S ∈ powersetCard k (univ : Finset (Fin N)), ∏ _i ∈ S, x

/-- Counting the configurations with `k` excited units turns the truncated norm into a
truncated binomial sum. -/
theorem truncNorm_eq (x : ℝ) (m N : ℕ) :
    truncNorm x m N = ∑ k ∈ range (m + 1), (N.choose k : ℝ) * x ^ k := by
  unfold truncNorm
  refine Finset.sum_congr rfl fun k _ => ?_
  have h : ∀ S ∈ powersetCard k (univ : Finset (Fin N)), ∏ _i ∈ S, x = x ^ k := by
    intro S hS
    rw [Finset.prod_const, (Finset.mem_powersetCard.1 hS).2]
  rw [Finset.sum_congr rfl h, Finset.sum_const, Finset.card_powersetCard,
    Finset.card_univ, Fintype.card_fin, nsmul_eq_mul]

/-- If the cutoff is at least the number of units, the norm is the product `(1 + x) ^ N`
of the norms of the units. -/
theorem truncNorm_full (x : ℝ) {m N : ℕ} (h : N ≤ m) :
    truncNorm x m N = (1 + x) ^ N := by
  rw [truncNorm_eq, add_comm 1 x, add_pow]
  symm
  calc _ = ∑ k ∈ range (N + 1), (N.choose k : ℝ) * x ^ k :=
        Finset.sum_congr rfl fun k _ => by rw [one_pow]; ring
    _ = _ := by
        -- no configuration has more than `N` excited units
        refine Finset.sum_subset (fun k hk => ?_) (fun k _ hk => ?_)
        · rw [Finset.mem_range] at hk ⊢
          omega
        · rw [Finset.mem_range] at hk
          rw [Nat.choose_eq_zero_of_lt (by omega : N < k), Nat.cast_zero, zero_mul]

/-- For a nonnegative weight and a cutoff `m ≤ N`, the truncated norm of `N` units is at
least the full norm of `m` units. -/
theorem le_truncNorm {x : ℝ} (hx : 0 ≤ x) {m N : ℕ} (h : m ≤ N) :
    (1 + x) ^ m ≤ truncNorm x m N := by
  rw [← truncNorm_full x (le_refl m), truncNorm_eq x m m, truncNorm_eq x m N]
  refine Finset.sum_le_sum fun k _ => ?_
  exact mul_le_mul_of_nonneg_right
    (by exact_mod_cast Nat.choose_le_choose k h) (pow_nonneg hx k)

/-- For a nonnegative weight, damping every excitation by a factor `0 < t ≤ 1` bounds the
truncated norm by the full norm with weight `t * x`, at the price of a factor `t ^ m`. -/
theorem damped_bound {x t : ℝ} (hx : 0 ≤ x) (ht0 : 0 < t) (ht1 : t ≤ 1) (m N : ℕ) :
    t ^ m * truncNorm x m N ≤ (1 + t * x) ^ N := by
  rw [← truncNorm_full (t * x) (le_max_right m N), truncNorm_eq x m N,
    truncNorm_eq (t * x) (max m N) N, Finset.mul_sum]
  calc _ ≤ ∑ k ∈ range (m + 1), (N.choose k : ℝ) * (t * x) ^ k := by
        refine Finset.sum_le_sum fun k hk => ?_
        rw [Finset.mem_range] at hk
        have h : t ^ m ≤ t ^ k := pow_le_pow_of_le_one ht0.le ht1 (by omega)
        calc t ^ m * ((N.choose k : ℝ) * x ^ k)
            ≤ t ^ k * ((N.choose k : ℝ) * x ^ k) :=
              mul_le_mul_of_nonneg_right h (by positivity)
          _ = (N.choose k : ℝ) * (t * x) ^ k := by rw [mul_pow]; ring
    _ ≤ _ := by
        refine Finset.sum_le_sum_of_subset_of_nonneg (fun k hk => ?_)
          (fun k _ _ => by positivity)
        rw [Finset.mem_range] at hk ⊢
        omega

/-- For a nonnegative weight the truncated norm is at least the weight 1 of the reference
configuration. -/
theorem one_le_truncNorm {x : ℝ} (hx : 0 ≤ x) (m N : ℕ) : 1 ≤ truncNorm x m N := by
  have h1 : 1 ≤ 1 + x := by linarith
  rcases le_total m N with h | h
  · exact (one_le_pow₀ h1).trans (le_truncNorm hx h)
  · rw [truncNorm_full x h]
    exact one_le_pow₀ h1

/-- For a nonnegative weight and at least one unit, the logarithm per unit is bounded by the
excited fraction `m / N` times `-log t`, plus `t * x`, for every `0 < t ≤ 1`. -/
theorem log_per_unit_le {x t : ℝ} (hx : 0 ≤ x) (ht0 : 0 < t) (ht1 : t ≤ 1)
    (m : ℕ) {N : ℕ} (hN : 0 < N) :
    Real.log (truncNorm x m N) / N ≤ (m : ℝ) / N * (-Real.log t) + t * x := by
  have hN' : (0 : ℝ) < N := by exact_mod_cast hN
  have hZ : 0 < truncNorm x m N := lt_of_lt_of_le one_pos (one_le_truncNorm hx m N)
  have htx : 0 ≤ t * x := mul_nonneg ht0.le hx
  have h := Real.log_le_log (mul_pos (pow_pos ht0 m) hZ) (damped_bound hx ht0 ht1 m N)
  rw [Real.log_mul (pow_pos ht0 m).ne' hZ.ne', Real.log_pow, Real.log_pow] at h
  have h2 : Real.log (1 + t * x) ≤ t * x := by
    have := Real.log_le_sub_one_of_pos (by linarith : 0 < 1 + t * x)
    linarith
  have h3 := mul_le_mul_of_nonneg_left h2 hN'.le
  have e0 : (m : ℝ) / N * N = m := div_mul_cancel₀ _ hN'.ne'
  have e : ((m : ℝ) / N * (-Real.log t) + t * x) * N
      = -(m * Real.log t) + N * (t * x) := by
    linear_combination (-Real.log t) * e0
  rw [div_le_iff₀ hN', e]
  linarith

/-- For a nonnegative weight, if the cutoff `m N` grows more slowly than the number of units,
the logarithm of the truncated norm per unit tends to zero. -/
theorem log_per_unit_tendsto_zero {x : ℝ} (hx : 0 ≤ x) {m : ℕ → ℕ}
    (hm : Tendsto (fun N : ℕ => (m N : ℝ) / N) atTop (𝓝 0)) :
    Tendsto (fun N : ℕ => Real.log (truncNorm x (m N) N) / N) atTop (𝓝 0) := by
  refine tendsto_order.2 ⟨fun a ha => Eventually.of_forall fun N => ?_, fun ε hε => ?_⟩
  · exact lt_of_lt_of_le ha
      (div_nonneg (Real.log_nonneg (one_le_truncNorm hx _ _)) (Nat.cast_nonneg N))
  · -- choose the damping so small that `t * x < ε`
    have hs : 0 < ε + x := by linarith
    have ht0 : 0 < ε / (ε + x) := div_pos hε hs
    have ht1 : ε / (ε + x) ≤ 1 := by
      rw [div_le_iff₀ hs]
      linarith
    have htx : ε / (ε + x) * x < ε := by
      rw [div_mul_eq_mul_div, div_lt_iff₀ hs]
      nlinarith [mul_pos hε hε]
    have hlim := (hm.mul_const (-Real.log (ε / (ε + x)))).add_const (ε / (ε + x) * x)
    rw [zero_mul, zero_add] at hlim
    filter_upwards [hlim.eventually_lt_const htx, eventually_gt_atTop 0] with N h1 h2
    exact lt_of_le_of_lt (log_per_unit_le hx ht0 ht1 (m N) h2) h1

/-- For a positive weight and cutoffs `m N ≤ N`, the logarithm of the truncated norm per unit
tends to zero exactly when the excited fraction `m N / N` allowed by the cutoff does. -/
theorem log_per_unit_tendsto_zero_iff {x : ℝ} (hx : 0 < x) {m : ℕ → ℕ}
    (hmN : ∀ N, m N ≤ N) :
    Tendsto (fun N : ℕ => Real.log (truncNorm x (m N) N) / N) atTop (𝓝 0) ↔
      Tendsto (fun N : ℕ => (m N : ℝ) / N) atTop (𝓝 0) := by
  refine ⟨fun h => ?_, log_per_unit_tendsto_zero hx.le⟩
  have hL : 0 < Real.log (1 + x) := Real.log_pos (by linarith)
  have hlim := h.div_const (Real.log (1 + x))
  rw [zero_div] at hlim
  refine squeeze_zero (fun N => by positivity) (fun N => ?_) hlim
  -- the full norm of `m N` units is a lower bound
  have hb := Real.log_le_log (by positivity) (le_truncNorm hx.le (hmN N))
  rw [Real.log_pow] at hb
  rw [le_div_iff₀ hL, div_mul_eq_mul_div]
  exact div_le_div_of_nonneg_right hb (Nat.cast_nonneg N)

/-- For a nonnegative weight and a fixed cutoff `m`, the logarithm of the norm per unit tends
to zero, whereas without truncation it is `log (1 + x)` for every number of units `N > 0`. -/
theorem fixed_cutoff_loses_extensive_log {x : ℝ} (hx : 0 ≤ x) (m : ℕ) :
    Tendsto (fun N : ℕ => Real.log (truncNorm x m N) / N) atTop (𝓝 0) ∧
      ∀ N : ℕ, 0 < N → Real.log (truncNorm x N N) / N = Real.log (1 + x) := by
  refine ⟨log_per_unit_tendsto_zero (m := fun _ => m) hx
    (tendsto_const_div_atTop_nhds_zero_nat (m : ℝ)), fun N hN => ?_⟩
  have hN' : (N : ℝ) ≠ 0 := by exact_mod_cast hN.ne'
  rw [truncNorm_full x (le_refl N), Real.log_pow, mul_div_cancel_left₀ _ hN']

/-- For a positive weight and a fixed cutoff, the share of the full norm carried by the
retained configurations tends to zero as the number of units grows. -/
theorem captured_share_tendsto_zero {x : ℝ} (hx : 0 < x) (m : ℕ) :
    Tendsto (fun N : ℕ => truncNorm x m N / (1 + x) ^ N) atTop (𝓝 0) := by
  have h1 : 0 < 1 + x := by linarith
  have hr : (1 + 1 / 2 * x) / (1 + x) < 1 := by
    rw [div_lt_one h1]
    linarith
  have hlim := (tendsto_pow_atTop_nhds_zero_of_lt_one
    (by positivity : 0 ≤ (1 + 1 / 2 * x) / (1 + x)) hr).const_mul ((2 : ℝ) ^ m)
  rw [mul_zero] at hlim
  refine squeeze_zero (fun N => ?_) (fun N => ?_) hlim
  · exact div_nonneg (zero_le_one.trans (one_le_truncNorm hx.le m N)) (pow_pos h1 N).le
  · -- damp every excitation by one half
    have hb := damped_bound hx.le (by norm_num : (0 : ℝ) < 1 / 2) (by norm_num) m N
    have h2 : (2 : ℝ) ^ m * (1 / 2) ^ m = 1 := by
      rw [← mul_pow]
      norm_num
    rw [div_pow, ← mul_div_assoc]
    refine div_le_div_of_nonneg_right ?_ (pow_pos h1 N).le
    calc truncNorm x m N = 2 ^ m * ((1 / 2) ^ m * truncNorm x m N) := by
          rw [← mul_assoc, h2, one_mul]
      _ ≤ 2 ^ m * (1 + 1 / 2 * x) ^ N := mul_le_mul_of_nonneg_left hb (by positivity)

end TruncatedExcitationNorm
```

```lean
#print axioms TruncatedExcitationNorm.log_per_unit_tendsto_zero
#print axioms TruncatedExcitationNorm.log_per_unit_tendsto_zero_iff
#print axioms TruncatedExcitationNorm.fixed_cutoff_loses_extensive_log
#print axioms TruncatedExcitationNorm.captured_share_tendsto_zero
```

```
'TruncatedExcitationNorm.log_per_unit_tendsto_zero' depends on axioms: [propext, Classical.choice, Quot.sound]
'TruncatedExcitationNorm.log_per_unit_tendsto_zero_iff' depends on axioms: [propext, Classical.choice, Quot.sound]
'TruncatedExcitationNorm.fixed_cutoff_loses_extensive_log' depends on axioms: [propext, Classical.choice, Quot.sound]
'TruncatedExcitationNorm.captured_share_tendsto_zero' depends on axioms: [propext, Classical.choice, Quot.sound]
```

### What the theorems say about the physics

`truncNorm x m N` is $Z_{m,N}(x)$, defined by configurations and not by the binomial formula. The units are the elements of `Fin N`, `powersetCard k univ` collects the sets of $k$ excited units, and `range (m + 1)` runs over $k=0,\dots,m$. A cutoff that depends on system size is a function `m : ℕ → ℕ`, and `Tendsto … atTop (𝓝 0)` is the limit $N\to\infty$.

The number `x` stands for the squared amplitude of a unit's excited state relative to its reference state, with the two states orthonormal and the reference amplitude set to one. The cutoff counts excited units: if exciting a unit moves two electrons, $m$ excited units correspond to a $2m$-fold excitation.

- `log_per_unit_tendsto_zero_iff` is the equivalence. It assumes $x>0$; at $x=0$ the logarithm is zero for every cutoff, including $m(N)=N$. The condition `hmN` only says that the cutoff does not exceed the number of units.
- `fixed_cutoff_loses_extensive_log` puts the zero limit at fixed $m$ next to the untruncated value $\log(1+x)$, which holds for every $N>0$. It also admits $x=0$, where both values are zero and nothing is lost.
- `captured_share_tendsto_zero` is the statement about the share of the norm, for $x>0$.

The model has one excited state per unit, the same weight for all units and no interaction. The truncation keeps the coefficients of the product state, whereas a variational calculation would reoptimise them, and the theorems concern norms, not energies. When $m(N)/N$ does not tend to zero, the equivalence does not tell you how much of $\log(1+x)$ is recovered.

### How the lemmas fit together

`truncNorm_eq` does the counting: each product over $S$ becomes $x^k$, and `card_powersetCard` supplies the binomial coefficient. `truncNorm_full` combines this with the binomial theorem `add_pow` and removes the zero terms beyond $N$.

`le_truncNorm` is the lower bound, compared term by term through `Nat.choose_le_choose`. `damped_bound` is the upper bound: its first inequality replaces $t^m$ by $t^k$, and its second adds the missing nonnegative terms by extending the sum to `max m N`. `one_le_truncNorm` makes the norm positive, so that `log_per_unit_le` can take logarithms.

In `log_per_unit_tendsto_zero`, `tendsto_order` splits the limit into the two one-sided claims made above, and the damping is the same $\varepsilon/(\varepsilon+x)$. The converse in the equivalence and the share of the norm both use `squeeze_zero`, which traps a nonnegative sequence under one that tends to zero. For the share, that upper sequence is $2^m$ times a geometric sequence with ratio below one.
